# Band averages of a hopping chain as integrals against its density of states

An infinite chain with one orbital per site, zero on-site energy, unit lattice spacing and nearest-neighbour Hamiltonian matrix element +t, with t > 0, has the single-particle band E = 2t cos k. Its density of states, per site and for one spin state, is 1/(π√(4t² − E²)) for |E| < 2t and is set to zero elsewhere. The theorem `chainDOS_average` states that this density is integrable and that, for every real function F, the average of F(2t cos k) over 0 < k < π equals the integral of F(E) times the density over all energies. F need not be integrable against the density, since Lean gives the integral of a non-integrable function the value zero, and here both sides fail to be integrable together. The proof substitutes E = 2t cos k, whose Jacobian 2t sin k (in absolute value) cancels the square root and leaves the constant 1/π.

This version doesn't compile in Lean 4 with Mathlib:

```lean
import Mathlib

open Real Set MeasureTheory

namespace ChainDOSAverage

noncomputable section

/-- Density of states of a chain with hopping `t > 0` and band `2 t cos k`:
the inverse square root inside the band `|E| < 2 t`, and zero outside. -/
def chainDOS (t : ℝ) : ℝ → ℝ :=
  (Ioo (-(2 * t)) (2 * t)).indicator fun E => 1 / (π * √((2 * t) ^ 2 - E ^ 2))

/-- The substitution `x = a + r cos k` with `r > 0` carries integrability and integrals
from the interval of centre `a` and half-width `r` to `0 < k < π`. -/
theorem cos_substitution (a r : ℝ) (hr : 0 < r) (g : ℝ → ℝ) :
    (IntegrableOn g (Ioo (a - r) (a + r)) ↔
      IntegrableOn (fun k => r * sin k * g (a + r * cos k)) (Ioo 0 π)) ∧
    ∫ x in Ioo (a - r) (a + r), g x =
      ∫ k in Ioo 0 π, r * sin k * g (a + r * cos k) := by
  have himg : (fun k => a + r * cos k) '' Ioo 0 π = Ioo (a - r) (a + r) := by
    ext x
    constructor
    · rintro ⟨k, hk, rfl⟩
      have hs := Real.sin_pos_of_mem_Ioo hk
      have hc : cos k ^ 2 < 1 := by nlinarith [Real.sin_sq_add_cos_sq k]
      have h1 : -1 < cos k := by nlinarith [Real.neg_one_le_cos k]
      have h2 : cos k < 1 := by nlinarith [Real.cos_le_one k]
      constructor <;> dsimp only <;> nlinarith
    · rintro ⟨h1, h2⟩
      have l1 : -1 < (x - a) / r := by rw [lt_div_iff₀ hr]; linarith
      have l2 : (x - a) / r < 1 := by rw [div_lt_iff₀ hr]; linarith
      have hy := Real.cos_arccos l1.le l2.le
      refine ⟨arccos ((x - a) / r), ⟨Real.arccos_pos.mpr l2,
        lt_of_le_of_ne (Real.arccos_le_pi _) fun h => ?_⟩, ?_⟩
      · rw [h, Real.cos_pi] at hy
        linarith
      · dsimp only
        rw [hy, mul_div_cancel₀ _ hr.ne']
        ring
  have hder : ∀ k ∈ Ioo 0 π, HasDerivWithinAt (fun k => a + r * cos k)
      (r * -sin k) (Ioo 0 π) k := fun k _ =>
    (((Real.hasDerivAt_cos k).const_mul r).const_add a).hasDerivWithinAt
  have hinj : InjOn (fun k => a + r * cos k) (Ioo 0 π) := by
    intro k hk q hq h
    have h' : a + r * cos k = a + r * cos q := h
    exact Real.injOn_cos (Ioo_subset_Icc_self hk) (Ioo_subset_Icc_self hq)
      (mul_left_cancel₀ hr.ne' (by linarith))
  have hpt : EqOn (fun k => |r * -sin k| • g (a + r * cos k))
      (fun k => r * sin k * g (a + r * cos k)) (Ioo 0 π) := by
    intro k hk
    have hs := mul_pos hr (Real.sin_pos_of_mem_Ioo hk)
    dsimp only
    rw [mul_neg, abs_neg, abs_of_pos hs, smul_eq_mul]
  rw [← himg]
  exact ⟨(integrableOn_image_iff_integrableOn_abs_deriv_smul measurableSet_Ioo hder hinj g).trans
      (integrableOn_congr_fun hpt measurableSet_Ioo),
    (integral_image_eq_integral_abs_deriv_smul measurableSet_Ioo hder hinj g).trans
      (setIntegral_congr_fun measurableSet_Ioo hpt)⟩

/-- The chain density reproduces band averages: averaging `F (2 t cos k)` over `0 < k < π`
equals integrating `F` against the density, which is integrable, for `t > 0`. -/
theorem chainDOS_average {t : ℝ} (ht : 0 < t) :
    Integrable (chainDOS t) ∧ ∀ F : ℝ → ℝ,
      1 / π * ∫ k in Ioo 0 π, F (2 * t * cos k) = ∫ E, F E * chainDOS t E := by
  -- the Jacobian cancels the square root
  have key : ∀ k ∈ Ioo 0 π,
      2 * t * sin k * (1 / (π * √((2 * t) ^ 2 - (0 + 2 * t * cos k) ^ 2))) = 1 / π := by
    intro k hk
    have hs := Real.sin_pos_of_mem_Ioo hk
    have h1 : (2 * t) ^ 2 - (0 + 2 * t * cos k) ^ 2 = (2 * t * sin k) ^ 2 := by
      linear_combination (-(2 * t) ^ 2) * Real.sin_sq_add_cos_sq k
    rw [h1, Real.sqrt_sq (by positivity)]
    field_simp
  have e1 : -(2 * t) = 0 - 2 * t := by ring
  have e2 : Ioo (-(2 * t)) (2 * t) = Ioo (0 - 2 * t) (0 + 2 * t) := by rw [e1, zero_add]
  constructor
  · unfold chainDOS
    rw [integrable_indicator_iff measurableSet_Ioo, e2]
    refine (cos_substitution 0 (2 * t) (by positivity) _).1.mpr
      ((integrableOn_congr_fun (g := fun _ => 1 / π) key measurableSet_Ioo).mpr ?_)
    exact continuous_const.integrableOn_Icc.mono_set Ioo_subset_Icc_self
  · intro F
    have h1 : (fun E => F E * chainDOS t E) = (Ioo (-(2 * t)) (2 * t)).indicator
        fun E => F E * (1 / (π * √((2 * t) ^ 2 - E ^ 2))) := by
      funext E
      simp only [chainDOS, Set.indicator]
      split_ifs <;> simp
    rw [h1, integral_indicator measurableSet_Ioo, e2,
      (cos_substitution 0 (2 * t) (by positivity) _).2, ← integral_const_mul]
    refine setIntegral_congr_fun measurableSet_Ioo fun k hk => ?_
    dsimp only
    rw [← key k hk, zero_add]
    ring

end

end ChainDOSAverage
```

Lean reports:

```
Main.lean:92:4: error: `dsimp` made no progress
```

Cause. The message concerns the last step of the proof, where the two integrands over 0 < k < π are compared point by point. There `dsimp only` was meant to tidy the goal by applying the integrands, written as `fun k => ...`, to the point `k`. But the goal left by the `refine` line with `setIntegral_congr_fun` already had them applied, so `dsimp only` found nothing to simplify, and Lean treats that as an error.

The repair deletes the line. The next step, `rw [← key k hk, zero_add]`, then works on the goal as it stands: it replaces `1 / π` by the Jacobian times the density, and turns `0 + 2 * t * cos k` into `2 * t * cos k`. The two sides then differ only in the order and grouping of their factors, which `ring` settles. The mathematical argument is unchanged.

The repair, with which the file compiles:

```diff
@@ -90,5 +90,4 @@
       (cos_substitution 0 (2 * t) (by positivity) _).2, ← integral_const_mul]
     refine setIntegral_congr_fun measurableSet_Ioo fun k hk => ?_
-    dsimp only
     rw [← key k hk, zero_add]
     ring
```
